# The Gauge Error of Matrix ZORA under a Constant Shift of the Potential

Adding a constant $d>0$ to the potential everywhere in the matrix ZORA Hamiltonian adds $d$ to that Hamiltonian plus a positive semidefinite error, provided that the shifted potential stays below $2c^2$. For $c\neq0$ the error vanishes only if the matrix of $\sigma\cdot p$ is zero. If the potential in the denominator is instead frozen as a model potential, the spectrum moves by exactly $d$.

In atomic units, with $c$ the speed of light, the Hamiltonian is

$$H(V,W)=V+c^2B^*(2c^2-W)^{-1}B .$$

Here $V$ is the potential in the large-component basis, $W$ is the potential in the small-component basis, and $B$ is the matrix of $\sigma\cdot p$ between the two, which may be rectangular. Both bases are finite and orthonormal, so a constant potential is a multiple of the identity. The gauge error is

$$\Delta=H(V+d,W+d)-H(V,W)-d .$$

## From the resolvent identity to the spectrum

Put $P=2c^2-W-d$ and $Q=2c^2-W=P+d$, and assume that $P$ is positive definite. This says that $W$ is Hermitian and that its eigenvalues stay below $2c^2$, twice the electron's rest energy, even after the shift. Then $Q$ is positive definite too, and both matrices are invertible. Since $Q-P=d$,

$$P^{-1}-Q^{-1}=P^{-1}(Q-P)Q^{-1}=d\,P^{-1}Q^{-1}.$$

In $\Delta$ the terms $V$ and $d$ cancel, which leaves

$$\Delta=c^2B^*(P^{-1}-Q^{-1})B=c^2d\,B^*KB,\qquad K=P^{-1}Q^{-1}.$$

A product of positive definite matrices need not be Hermitian, but here

$$K=(QP)^{-1}=(P^2+dP)^{-1},$$

and $P^2+dP$ is positive definite, so $K$ is as well. Hence $x^*\Delta x=c^2d\,(Bx)^*K(Bx)\ge0$ for every $x$. With $b_k$ the columns of $B$,

$$\operatorname{tr}\Delta=c^2d\sum_k b_k^*Kb_k .$$

For $c\neq0$ and $B\neq0$ at least one term is strictly positive, so $\Delta\neq0$. If $B=0$, then $\Delta=0$.

Now let $H(V,W)x=Ex$. The fully shifted Hamiltonian gives

$$H(V+d,W+d)x=(E+d)x+\Delta x .$$

So $x$ solves the shifted equation with energy $E+d$ exactly when $\Delta x=0$. For $c\neq0$ it follows in that case that $(Bx)^*K(Bx)=0$, and therefore $Bx=0$; conversely, $Bx=0$ gives $\Delta x=0$.

With $W$ frozen, $H(V+d,W)=H(V,W)+d$, and so

$$\det\big((E+d)-H(V+d,W)\big)=\det\big(E-H(V,W)\big).$$

Every eigenvalue moves by $d$ with its multiplicity. Suppose the full shift also translated the characteristic polynomial by $d$. Then $H(V+d,W+d)$ and $H(V+d,W)$ would have the same characteristic polynomial and hence the same trace. Their difference is $\Delta$, whose trace is positive when $c\neq0$ and $B\neq0$, a contradiction.

For calculations with this matrix form of ZORA and $B\neq0$, this means that a constant shift of the whole potential does not simply move all orbital energies by that constant. It does so when the denominator holds a model potential that is left unshifted.

## The Hamiltonian and its gauge error in Lean

The index types `n` and `m` label the large- and small-component bases.

```lean
import Mathlib

open Matrix
open scoped ComplexOrder

namespace ZoraGauge

noncomputable section

variable {m n : Type*} [Fintype m] [Fintype n] [DecidableEq m] [DecidableEq n]
```

The matrix $2c^2-W$ is called `gap c W`. Thus $Q$ is `gap c W`, and $P$ is `gap c (W + (d : ℂ) • 1)`.

```lean
/-- The matrix `2c² - W` that stands in the denominator of the ZORA kinetic energy. -/
def gap (c : ℝ) (W : Matrix m m ℂ) : Matrix m m ℂ :=
  (2 * (c : ℂ) ^ 2) • (1 : Matrix m m ℂ) - W
```

In the Hamiltonian, `Bᴴ` is the conjugate transpose $B^*$. The matrices `V` and `W` are independent arguments: nothing requires them to represent the same potential, which is what allows one to be shifted without the other. No theorem below needs `V` to be Hermitian.

```lean
/-- The ZORA Hamiltonian `V + c² B* (2c² - W)⁻¹ B`, where `B` is the matrix of `σ·p`; the inverse is
a true inverse when `2c² - W` is invertible, and Lean sets it to `0` otherwise. -/
def zora (c : ℝ) (V : Matrix n n ℂ) (W : Matrix m m ℂ) (B : Matrix m n ℂ) : Matrix n n ℂ :=
  V + ((c : ℂ) ^ 2) • (Bᴴ * (gap c W)⁻¹ * B)
```

The gauge error is defined as the difference itself, so its closed form remains to be proved.

```lean
/-- The gauge error `H(V+d, W+d) - H(V,W) - d`: what a constant shift `d` of the potential does to
the ZORA Hamiltonian beyond adding `d`. The inverses in it are true inverses when `2c² - W` and
`2c² - W - d` are invertible. -/
def gaugeError (c d : ℝ) (V : Matrix n n ℂ) (W : Matrix m m ℂ) (B : Matrix m n ℂ) :
    Matrix n n ℂ :=
  zora c (V + (d : ℂ) • 1) (W + (d : ℂ) • 1) B - zora c V W B - (d : ℂ) • 1
```

The first lemma is $Q=P+d$.

```lean
omit [Fintype m] in
lemma gap_eq (c d : ℝ) (W : Matrix m m ℂ) :
    gap c W = gap c (W + (d : ℂ) • 1) + (d : ℂ) • 1 := by
  unfold gap
  abel
```

The central hypothesis is `(gap c (W + (d : ℂ) • 1)).PosDef`. In Mathlib, `PosDef` includes being Hermitian, and since $c$ and $d$ are real this makes $W$ Hermitian. A real diagonal potential with entries $w_i$ satisfies the hypothesis when $w_i+d<2c^2$ for all $i$; the proof computes the matrix entry by entry and checks that its diagonal is positive.

```lean
omit [Fintype m] in
/-- A diagonal real potential `w` with `w + d < 2c²` at every point makes `2c² - w - d`
positive definite. -/
theorem gap_posDef_witness (c d : ℝ) (w : m → ℝ) (hw : ∀ i, w i + d < 2 * c ^ 2) :
    (gap c (Matrix.diagonal (fun i => (w i : ℂ)) + (d : ℂ) • 1)).PosDef := by
  have h : gap c (Matrix.diagonal (fun i => (w i : ℂ)) + (d : ℂ) • 1)
      = Matrix.diagonal (fun i => ((2 * c ^ 2 - (w i + d) : ℝ) : ℂ)) := by
    ext i j
    by_cases hij : i = j
    · subst hij
      simp [gap]
    · simp [gap, hij]
  rw [h]
  refine Matrix.PosDef.diagonal fun i => ?_
  have := sub_pos.mpr (hw i)
  exact_mod_cast this
```

## The closed form and its sign

The next theorem is the positivity of $K$. Rewriting backwards with `Matrix.mul_inv_rev` turns $P^{-1}Q^{-1}$ into $(QP)^{-1}$, and `h` expands $QP$ as $dP+P^*P$. This is a positive definite matrix plus a positive semidefinite one, and its inverse is positive definite.

```lean
/-- If `d > 0` and `2c² - W - d` is positive definite, then so is the product
`(2c² - W - d)⁻¹ (2c² - W)⁻¹`. -/
theorem kernel_posDef {c d : ℝ} {W : Matrix m m ℂ} (hd : 0 < d)
    (hP : (gap c (W + (d : ℂ) • 1)).PosDef) :
    ((gap c (W + (d : ℂ) • 1))⁻¹ * (gap c W)⁻¹).PosDef := by
  have hd' : (0 : ℂ) < (d : ℂ) := by exact_mod_cast hd
  rw [← Matrix.mul_inv_rev, gap_eq c d W]
  set P := gap c (W + (d : ℂ) • 1)
  -- the inverse kernel is `P*P + dP`
  have h : (P + (d : ℂ) • 1) * P = (d : ℂ) • P + Pᴴ * P := by
    rw [hP.isHermitian.eq, Matrix.add_mul, Matrix.smul_mul, Matrix.one_mul, add_comm]
  rw [h]
  exact ((hP.smul hd').add_posSemidef (Matrix.posSemidef_conjTranspose_mul_self P)).inv
```

The closed form of $\Delta$ follows. `hQ` shows that $Q$ is positive definite, `uP` and `uQ` supply the invertibility, and `hres` is the resolvent identity, obtained by inserting $QQ^{-1}$ and $P^{-1}P$. The last `calc` cancels $V$ and $d$.

```lean
omit [Fintype n] in
/-- For `d > 0` and `2c² - W - d` positive definite, the gauge error is
`c² d B* (2c² - W - d)⁻¹ (2c² - W)⁻¹ B`. -/
theorem gaugeError_eq {c d : ℝ} (V : Matrix n n ℂ) {W : Matrix m m ℂ} (B : Matrix m n ℂ)
    (hd : 0 < d) (hP : (gap c (W + (d : ℂ) • 1)).PosDef) :
    gaugeError c d V W B = ((c : ℂ) ^ 2 * d) •
      (Bᴴ * ((gap c (W + (d : ℂ) • 1))⁻¹ * (gap c W)⁻¹) * B) := by
  have hd' : (0 : ℂ) < (d : ℂ) := by exact_mod_cast hd
  have hQ : (gap c W).PosDef := by
    rw [gap_eq c d W]
    exact hP.add (Matrix.PosDef.one.smul hd')
  have uP := (Matrix.isUnit_iff_isUnit_det _).mp hP.isUnit
  have uQ := (Matrix.isUnit_iff_isUnit_det _).mp hQ.isUnit
  have hsub : gap c W - gap c (W + (d : ℂ) • 1) = (d : ℂ) • 1 := by
    rw [gap_eq c d W, add_sub_cancel_left]
  -- resolvent identity
  have hres : (gap c (W + (d : ℂ) • 1))⁻¹ - (gap c W)⁻¹
      = (d : ℂ) • ((gap c (W + (d : ℂ) • 1))⁻¹ * (gap c W)⁻¹) := by
    calc _ = (gap c (W + (d : ℂ) • 1))⁻¹ * (gap c W * (gap c W)⁻¹)
          - ((gap c (W + (d : ℂ) • 1))⁻¹ * gap c (W + (d : ℂ) • 1)) * (gap c W)⁻¹ := by
          rw [Matrix.mul_nonsing_inv _ uQ, Matrix.nonsing_inv_mul _ uP, Matrix.mul_one,
            Matrix.one_mul]
      _ = (gap c (W + (d : ℂ) • 1))⁻¹ * (gap c W - gap c (W + (d : ℂ) • 1))
          * (gap c W)⁻¹ := by
          simp only [Matrix.mul_sub, Matrix.sub_mul, Matrix.mul_assoc]
      _ = _ := by rw [hsub, Matrix.mul_smul, Matrix.mul_one, Matrix.smul_mul]
  calc gaugeError c d V W B = ((c : ℂ) ^ 2) •
        (Bᴴ * ((gap c (W + (d : ℂ) • 1))⁻¹ - (gap c W)⁻¹) * B) := by
        unfold gaugeError zora
        rw [Matrix.mul_sub, Matrix.sub_mul, smul_sub]
        abel
    _ = _ := by rw [hres, Matrix.mul_smul, Matrix.smul_mul, smul_smul]
```

For the trace, `hdiag` identifies the $k$-th diagonal entry of $B^*KB$ with $b_k^*Kb_k$. All these entries are nonnegative, and a nonzero entry `B i j` makes the $j$-th one strictly positive. In the order used on `ℂ`, `0 <` means real and positive.

```lean
/-- For `c ≠ 0`, `d > 0`, `B ≠ 0` and `2c² - W - d` positive definite, the gauge error has
strictly positive trace. -/
theorem gaugeError_trace_pos {c d : ℝ} (V : Matrix n n ℂ) {W : Matrix m m ℂ}
    {B : Matrix m n ℂ} (hc : c ≠ 0) (hd : 0 < d)
    (hP : (gap c (W + (d : ℂ) • 1)).PosDef) (hB : B ≠ 0) :
    0 < (gaugeError c d V W B).trace := by
  have hK := kernel_posDef hd hP
  have hcd : (0 : ℂ) < (c : ℂ) ^ 2 * d := by
    have h : 0 < c ^ 2 * d := by positivity
    exact_mod_cast h
  rw [gaugeError_eq V B hd hP, Matrix.trace_smul, smul_eq_mul]
  set K := (gap c (W + (d : ℂ) • 1))⁻¹ * (gap c W)⁻¹
  refine mul_pos hcd ?_
  obtain ⟨i, j, hij⟩ : ∃ i j, B i j ≠ 0 := by
    by_contra! h
    exact hB (Matrix.ext h)
  -- each diagonal entry is the quadratic form of the kernel on a column of `B`
  have hdiag : ∀ k, (Bᴴ * K * B) k k
      = star (fun i => B i k) ⬝ᵥ (K *ᵥ (fun i => B i k)) := by
    intro k
    rw [Matrix.mul_assoc]
    rfl
  change 0 < ∑ k, (Bᴴ * K * B) k k
  refine Finset.sum_pos' (fun k _ => ?_) ⟨j, Finset.mem_univ j, ?_⟩
  · rw [hdiag]
    exact hK.posSemidef.dotProduct_mulVec_nonneg _
  · rw [hdiag]
    exact hK.dotProduct_mulVec_pos fun h => hij (congrFun h i)
```

The main theorem combines these results. Semidefiniteness comes from placing $K$ between $B^*$ and $B$, and a nonzero $B$ with $\Delta=0$ would contradict the positive trace. The condition `c ≠ 0` is needed for the equivalence, since at $c=0$ the error vanishes for every $B$.

```lean
/-- Gauge dependence of ZORA: for `c ≠ 0`, `d > 0` and `2c² - W - d` positive definite, the
gauge error is positive semidefinite, and it vanishes exactly when `B = 0`. -/
theorem gaugeError_posSemidef_and_eq_zero_iff {c d : ℝ} (V : Matrix n n ℂ)
    {W : Matrix m m ℂ} (B : Matrix m n ℂ) (hc : c ≠ 0) (hd : 0 < d)
    (hP : (gap c (W + (d : ℂ) • 1)).PosDef) :
    (gaugeError c d V W B).PosSemidef ∧ (gaugeError c d V W B = 0 ↔ B = 0) := by
  refine ⟨?_, fun h => ?_, fun h => ?_⟩
  · have hcd : (0 : ℂ) ≤ (c : ℂ) ^ 2 * d := by
      have h : 0 ≤ c ^ 2 * d := by positivity
      exact_mod_cast h
    rw [gaugeError_eq V B hd hP]
    exact ((kernel_posDef hd hP).posSemidef.conjTranspose_mul_mul_same B).smul hcd
  · by_contra hB
    have := gaugeError_trace_pos V hc hd hP hB
    simp [h] at this
  · rw [gaugeError_eq V B hd hP, h, Matrix.mul_zero, smul_zero]
```

## Eigenvectors and characteristic polynomials

The theorem on solutions takes $H(V,W)x=Ex$ as the hypothesis `hx`. The equation `hs` splits the shifted Hamiltonian into $\Delta$ and $H(V,W)+d$, and the rewriting reduces the claim to $B^*KBx=0\iff Bx=0$. If $Bx$ were nonzero, `hpos` would make $(Bx)^*K(Bx)$ positive, while moving $B^*$ to the other side shows that it is zero.

```lean
/-- Let `c ≠ 0`, `d > 0` and `2c² - W - d` be positive definite. A solution `x` of the ZORA
equation with energy `E` solves the fully shifted equation with energy `E + d` exactly when
`B x = 0`. -/
theorem eigenvector_shift_iff {c d : ℝ} {V : Matrix n n ℂ} {W : Matrix m m ℂ}
    {B : Matrix m n ℂ} (hc : c ≠ 0) (hd : 0 < d)
    (hP : (gap c (W + (d : ℂ) • 1)).PosDef) {x : n → ℂ} {E : ℂ}
    (hx : zora c V W B *ᵥ x = E • x) :
    zora c (V + (d : ℂ) • 1) (W + (d : ℂ) • 1) B *ᵥ x = (E + d) • x ↔ B *ᵥ x = 0 := by
  have hs : zora c (V + (d : ℂ) • 1) (W + (d : ℂ) • 1) B
      = gaugeError c d V W B + (zora c V W B + (d : ℂ) • 1) := by
    unfold gaugeError
    abel
  have hcd : (c : ℂ) ^ 2 * d ≠ 0 := by
    have h : c ^ 2 * d ≠ 0 := by positivity
    exact_mod_cast h
  rw [hs, Matrix.add_mulVec, Matrix.add_mulVec, hx, Matrix.smul_mulVec, Matrix.one_mulVec,
    ← add_smul, add_eq_right, gaugeError_eq V B hd hP, Matrix.smul_mulVec,
    smul_eq_zero_iff_right hcd]
  have hK := kernel_posDef hd hP
  set K := (gap c (W + (d : ℂ) • 1))⁻¹ * (gap c W)⁻¹
  clear_value K
  constructor
  · intro h
    by_contra hBx
    -- the kernel is strictly positive on `B x`
    have hpos := hK.dotProduct_mulVec_pos hBx
    have h0 : Bᴴ *ᵥ (K *ᵥ (B *ᵥ x)) = 0 := by
      rw [Matrix.mulVec_mulVec, Matrix.mulVec_mulVec]
      exact h
    rw [Matrix.star_mulVec, ← Matrix.dotProduct_mulVec, h0, dotProduct_zero] at hpos
    exact lt_irrefl _ hpos
  · intro h
    rw [← Matrix.mulVec_mulVec, h, Matrix.mulVec_zero]
```

For the frozen model potential, `charpoly.eval E` is $\det(E-H)$. The two determinants agree because their matrices do. The theorem puts no condition on `W` or on the sign of `d`, although the Hamiltonian has its physical meaning only when $2c^2-W$ is invertible.

```lean
/-- With `W` frozen as a model potential, the shift `V → V + d` translates the characteristic
polynomial of the ZORA Hamiltonian by exactly `d`. -/
theorem model_potential_shift (c d : ℝ) (V : Matrix n n ℂ) (W : Matrix m m ℂ)
    (B : Matrix m n ℂ) (E : ℂ) :
    (zora c (V + (d : ℂ) • 1) W B).charpoly.eval (E + d) = (zora c V W B).charpoly.eval E := by
  have hs : ∀ z : ℂ, Matrix.scalar n z = z • (1 : Matrix n n ℂ) := fun z => by
    rw [Matrix.scalar_apply, Matrix.smul_one_eq_diagonal]
  rw [Matrix.eval_charpoly, Matrix.eval_charpoly, hs, hs]
  congr 1
  unfold zora
  module
```

The last theorem denies such a translation for the full shift. It says that the identity fails for at least one $E$, not that every eigenvalue moves by an amount other than $d$. `hchar` equates the characteristic polynomials of the fully shifted and the frozen Hamiltonian, and `hg` writes $\Delta$ as their difference. The trace can be read off from a coefficient of the characteristic polynomial, so $\operatorname{tr}\Delta$ would be zero, against `hpos`.

```lean
/-- If `W` is shifted together with `V`, the characteristic polynomial is not translated by `d`,
provided `c ≠ 0`, `d > 0`, `B ≠ 0` and `2c² - W - d` is positive definite. -/
theorem full_shift_not_rigid {c d : ℝ} (V : Matrix n n ℂ) {W : Matrix m m ℂ}
    {B : Matrix m n ℂ} (hc : c ≠ 0) (hd : 0 < d)
    (hP : (gap c (W + (d : ℂ) • 1)).PosDef) (hB : B ≠ 0) :
    ¬ ∀ E : ℂ, (zora c (V + (d : ℂ) • 1) (W + (d : ℂ) • 1) B).charpoly.eval (E + d)
      = (zora c V W B).charpoly.eval E := by
  intro h
  have hpos := gaugeError_trace_pos V hc hd hP hB
  have hn : Nonempty n := by
    by_contra hn
    rw [not_nonempty_iff] at hn
    exact hB (Matrix.ext fun _ j => hn.elim j)
  -- a rigid shift would give the frozen and the full Hamiltonian the same trace
  have hchar : (zora c (V + (d : ℂ) • 1) (W + (d : ℂ) • 1) B).charpoly
      = (zora c (V + (d : ℂ) • 1) W B).charpoly := by
    refine Polynomial.funext fun E => ?_
    have h1 := (h (E - d)).trans (model_potential_shift c d V W B (E - d)).symm
    rwa [sub_add_cancel] at h1
  have hg : gaugeError c d V W B = zora c (V + (d : ℂ) • 1) (W + (d : ℂ) • 1) B
      - zora c (V + (d : ℂ) • 1) W B := by
    unfold gaugeError zora
    abel
  rw [hg, Matrix.trace_sub, Matrix.trace_eq_neg_charpoly_coeff,
    Matrix.trace_eq_neg_charpoly_coeff, hchar, sub_self] at hpos
  exact lt_irrefl _ hpos

end

end ZoraGauge
```

```lean
#print axioms ZoraGauge.gaugeError_posSemidef_and_eq_zero_iff
-- 'ZoraGauge.gaugeError_posSemidef_and_eq_zero_iff' depends on axioms: [propext, Classical.choice, Quot.sound]
#print axioms ZoraGauge.eigenvector_shift_iff
-- 'ZoraGauge.eigenvector_shift_iff' depends on axioms: [propext, Classical.choice, Quot.sound]
#print axioms ZoraGauge.model_potential_shift
-- 'ZoraGauge.model_potential_shift' depends on axioms: [propext, Classical.choice, Quot.sound]
#print axioms ZoraGauge.full_shift_not_rigid
-- 'ZoraGauge.full_shift_not_rigid' depends on axioms: [propext, Classical.choice, Quot.sound]
```
